# Closed form for the Fermi level of two partially filled levels at positive temperature

If a numerical search for the Fermi level is checked only against another numerical search, an error common to both goes unnoticed. For two non-interacting levels with Fermi-Dirac occupations, the file below gives an explicit formula to compare with.

```lean
import Mathlib

open Real

namespace TwoLevelFermiLevel

noncomputable section

/-- Fermi-Dirac occupation of a level `e` at temperature `T` (in energy units) and chemical
potential `mu`. -/
def occupation (T mu e : ℝ) : ℝ := 1 / (1 + exp ((e - mu) / T))

/-- Electron count of the two levels `D` and `-D`. -/
def electronCount (T D mu : ℝ) : ℝ := occupation T mu D + occupation T mu (-D)

/-- The closed expression for `exp (mu / T)` at filling `n`, where `c` stands for
`cosh (D / T)`. -/
def fugacity (c n : ℝ) : ℝ :=
  (c * (n - 1) + sqrt (c ^ 2 * (n - 1) ^ 2 + n * (2 - n))) / (2 - n)

/-- The closed expression for the Fermi level of the levels `D` and `-D` at filling `n`. -/
def fermiLevel (T D n : ℝ) : ℝ := T * log (fugacity (cosh (D / T)) n)

/-- The electron count is a rational function of `exp (mu / T)` in which the level splitting
enters only through `cosh (D / T)`. -/
theorem electronCount_eq (T D mu : ℝ) :
    electronCount T D mu =
      (2 * exp (mu / T) ^ 2 + 2 * cosh (D / T) * exp (mu / T)) /
        (exp (mu / T) ^ 2 + 2 * cosh (D / T) * exp (mu / T) + 1) := by
  have hx := exp_pos (mu / T)
  have ha := exp_pos (D / T)
  have hb := exp_pos (-(D / T))
  have hab : exp (D / T) * exp (-(D / T)) = 1 := by
    rw [← Real.exp_add, add_neg_cancel, Real.exp_zero]
  unfold electronCount occupation
  rw [sub_div, sub_div, neg_div, Real.exp_sub, Real.exp_sub, Real.cosh_eq]
  generalize exp (mu / T) = x at *
  generalize exp (D / T) = a at *
  generalize exp (-(D / T)) = b at *
  -- the common denominator factorises because a * b = 1
  have hden : x ^ 2 + 2 * ((a + b) / 2) * x + 1 = (x + a) * (x + b) := by
    linear_combination -hab
  have h1 : x + a ≠ 0 := by positivity
  have h2 : x + b ≠ 0 := by positivity
  rw [hden, one_add_div hx.ne', one_add_div hx.ne', one_div_div, one_div_div,
    div_add_div _ _ h1 h2]
  congr 1
  ring

/-- The levels hold `n` electrons exactly when `exp (mu / T)` solves a polynomial equation, which is
quadratic unless `n = 2`. -/
theorem electronCount_eq_iff_quadratic (T D mu n : ℝ) :
    electronCount T D mu = n ↔
      (2 - n) * exp (mu / T) ^ 2 + 2 * cosh (D / T) * (1 - n) * exp (mu / T) - n = 0 := by
  have hx := exp_pos (mu / T)
  have hc := Real.cosh_pos (D / T)
  rw [electronCount_eq, div_eq_iff (by positivity)]
  constructor <;> intro h <;> linear_combination h

/-- For a filling strictly between 0 and 2 the closed expression for `exp (mu / T)` is
positive. -/
theorem fugacity_pos (c : ℝ) {n : ℝ} (h0 : 0 < n) (h2 : n < 2) : 0 < fugacity c n := by
  have hn : 0 < n * (2 - n) := mul_pos h0 (by linarith)
  have hs : -(c * (n - 1)) < sqrt (c ^ 2 * (n - 1) ^ 2 + n * (2 - n)) :=
    Real.lt_sqrt_of_sq_lt (by nlinarith)
  exact div_pos (by linarith) (by linarith)

/-- For a filling strictly between 0 and 2, a positive number solves the quadratic equation exactly
when it equals the closed expression. -/
theorem quadratic_iff_eq_fugacity (c : ℝ) {n x : ℝ} (h0 : 0 < n) (h2 : n < 2) (hx : 0 < x) :
    (2 - n) * x ^ 2 + 2 * c * (1 - n) * x - n = 0 ↔ x = fugacity c n := by
  have hm : 0 < 2 - n := by linarith
  have hn : 0 < n * (2 - n) := mul_pos h0 hm
  have hlt : c * (n - 1) < sqrt (c ^ 2 * (n - 1) ^ 2 + n * (2 - n)) :=
    Real.lt_sqrt_of_sq_lt (by nlinarith)
  have hsq : sqrt (c ^ 2 * (n - 1) ^ 2 + n * (2 - n)) ^ 2
      = c ^ 2 * (n - 1) ^ 2 + n * (2 - n) := Real.sq_sqrt (by positivity)
  unfold fugacity
  rw [eq_div_iff hm.ne']
  generalize sqrt (c ^ 2 * (n - 1) ^ 2 + n * (2 - n)) = s at *
  have hpos : 0 < (2 - n) * x := mul_pos hm hx
  constructor
  · intro h
    -- complete the square; the factor belonging to the negative root cannot vanish
    have hprod : ((2 - n) * x - c * (n - 1) - s) * ((2 - n) * x - c * (n - 1) + s) = 0 := by
      linear_combination (2 - n) * h - hsq
    rcases mul_eq_zero.mp hprod with h' | h'
    · linarith
    · exfalso
      linarith
  · intro h
    have hprod : (2 - n) * ((2 - n) * x ^ 2 + 2 * c * (1 - n) * x - n) = 0 := by
      linear_combination (x * (2 - n) - c * (n - 1) + s) * h + hsq
    exact (mul_eq_zero.mp hprod).resolve_left hm.ne'

/-- **Fermi level of two levels.** At `T > 0` and filling `0 < n < 2`, the occupations of the
levels `D` and `-D` sum to `n` exactly when `exp (mu / T)` has the closed form `fugacity`, and
exactly when `mu` is the explicit `fermiLevel`. -/
theorem electronCount_eq_iff {T n : ℝ} (D mu : ℝ) (hT : 0 < T) (h0 : 0 < n) (h2 : n < 2) :
    (electronCount T D mu = n ↔
      exp (mu / T) = (cosh (D / T) * (n - 1) +
        sqrt (cosh (D / T) ^ 2 * (n - 1) ^ 2 + n * (2 - n))) / (2 - n)) ∧
    (electronCount T D mu = n ↔ mu = fermiLevel T D n) := by
  have key : electronCount T D mu = n ↔ exp (mu / T) = fugacity (cosh (D / T)) n :=
    (electronCount_eq_iff_quadratic T D mu n).trans
      (quadratic_iff_eq_fugacity _ h0 h2 (exp_pos _))
  refine ⟨key, key.trans ?_⟩
  unfold fermiLevel
  constructor
  · intro h
    rw [← h, Real.log_exp, mul_div_cancel₀ _ hT.ne']
  · intro h
    rw [h, mul_div_cancel_left₀ _ hT.ne', Real.exp_log (fugacity_pos _ h0 h2)]

/-- For two arbitrary levels `e₁` and `e₂`, the Fermi level is their midpoint plus the Fermi
level of the symmetric pair with the same splitting. -/
theorem occupation_add_eq_iff {T n : ℝ} (e₁ e₂ mu : ℝ) (hT : 0 < T) (h0 : 0 < n)
    (h2 : n < 2) :
    occupation T mu e₁ + occupation T mu e₂ = n ↔
      mu = (e₁ + e₂) / 2 + fermiLevel T ((e₁ - e₂) / 2) n := by
  -- measure all energies from the midpoint
  have hshift : occupation T mu e₁ + occupation T mu e₂ =
      electronCount T ((e₁ - e₂) / 2) (mu - (e₁ + e₂) / 2) := by
    unfold electronCount occupation
    have ha : (e₁ - e₂) / 2 - (mu - (e₁ + e₂) / 2) = e₁ - mu := by ring
    have hb : -((e₁ - e₂) / 2) - (mu - (e₁ + e₂) / 2) = e₂ - mu := by ring
    rw [ha, hb]
  rw [hshift, (electronCount_eq_iff _ _ hT h0 h2).2]
  constructor <;> intro h <;> linarith

/-- Particle-hole symmetry: replacing the filling `n` by `2 - n` reverses the sign of the Fermi
level. -/
theorem fermiLevel_two_sub (T D : ℝ) {n : ℝ} (h0 : 0 < n) (h2 : n < 2) :
    fermiLevel T D (2 - n) = -fermiLevel T D n := by
  have hm : 0 < 2 - n := by linarith
  have hinv : ∀ c : ℝ, fugacity c (2 - n) * fugacity c n = 1 := by
    intro c
    have hn : 0 < n * (2 - n) := mul_pos h0 hm
    have hsq : sqrt (c ^ 2 * (n - 1) ^ 2 + n * (2 - n)) ^ 2
        = c ^ 2 * (n - 1) ^ 2 + n * (2 - n) := Real.sq_sqrt (by positivity)
    have harg : c ^ 2 * (2 - n - 1) ^ 2 + (2 - n) * (2 - (2 - n))
        = c ^ 2 * (n - 1) ^ 2 + n * (2 - n) := by ring
    have hd : (2 - (2 - n)) * (2 - n) ≠ 0 := by
      have : (2 - (2 - n)) * (2 - n) = n * (2 - n) := by ring
      rw [this]
      exact hn.ne'
    unfold fugacity
    rw [harg, div_mul_div_comm, div_eq_iff hd]
    linear_combination hsq
  unfold fermiLevel
  rw [eq_inv_of_mul_eq_one_left (hinv _), Real.log_inv, mul_neg]

/-- The Fermi level lies midway between the two levels exactly at half filling. -/
theorem fermiLevel_eq_zero_iff {T n : ℝ} (D : ℝ) (hT : 0 < T) (h0 : 0 < n) (h2 : n < 2) :
    fermiLevel T D n = 0 ↔ n = 1 := by
  have hc := Real.cosh_pos (D / T)
  rw [eq_comm, ← (electronCount_eq_iff D 0 hT h0 h2).2, electronCount_eq_iff_quadratic,
    zero_div, Real.exp_zero]
  constructor
  · intro h
    have hprod : (1 + cosh (D / T)) * (1 - n) = 0 := by linear_combination h / 2
    rcases mul_eq_zero.mp hprod with h' | h' <;> linarith
  · intro h
    rw [h]
    ring

end

end TwoLevelFermiLevel
```

```lean
#print axioms TwoLevelFermiLevel.occupation_add_eq_iff
-- 'TwoLevelFermiLevel.occupation_add_eq_iff' depends on axioms: [propext, Classical.choice, Quot.sound]
#print axioms TwoLevelFermiLevel.fermiLevel_two_sub
-- 'TwoLevelFermiLevel.fermiLevel_two_sub' depends on axioms: [propext, Classical.choice, Quot.sound]
#print axioms TwoLevelFermiLevel.fermiLevel_eq_zero_iff
-- 'TwoLevelFermiLevel.fermiLevel_eq_zero_iff' depends on axioms: [propext, Classical.choice, Quot.sound]
```

## Two levels, one electron count

The levels have energies $D$ and $-D$, measured from their midpoint. The temperature $T$ is in energy units, so it stands for $k_BT$, and $\mu$ is the chemical potential, here also called the Fermi level. A level of energy $e$ has the occupation

$$f(e)=\frac{1}{1+e^{(e-\mu)/T}},$$

which is `occupation T mu e`. The sum $f(D)+f(-D)$ is `electronCount T D mu`, and $n$ is the filling that it must equal. All these quantities are real numbers, so $n$ need not be an integer: it is an average count. The sign of $D$ is free, and $D=0$ is allowed.

Write $c=\cosh(D/T)$. The main theorem, `electronCount_eq_iff`, says that for $T>0$ and $0<n<2$ the count equals $n$ exactly when

$$e^{\mu/T}=\frac{c(n-1)+\sqrt{c^2(n-1)^2+n(2-n)}}{2-n},$$

and also exactly when $\mu$ is $T$ times the logarithm of the right-hand side. In Lean the right-hand side is `fugacity c n`, and the resulting level is `fermiLevel T D n`. Each equivalence says both that this value gives the required count and that no other value does.

In electronic structure calculations with Fermi-Dirac smearing, the formula can serve as a reference value for the routine that fixes $\mu$, provided the test system has just two fixed levels of equal weight. In a self-consistent calculation it applies to the levels of a single step, but does not tell how they shift with their occupations. It does not cover other smearing functions. For $n<1$ the two terms of the numerator can nearly cancel, above all when $|D|$ is many times $T$, and rounding then spoils the result. The equal form $e^{\mu/T}=n/(s+c(1-n))$, with $s$ the square root above, avoids this cancellation. For $n>1$ the roles are reversed: the denominator of this second form can nearly cancel, and the first form is the one to use.

Each level here holds at most one electron. With spin-degenerate levels the count would be $N=2f(D)+2f(-D)$, with $0<N<4$; the same formula would then apply with $n=N/2$.

## From occupations to a quadratic

Let $x=e^{\mu/T}$, $a=e^{D/T}$ and $b=e^{-D/T}$. Then $ab=1$ and $a+b=2c$. The two occupations are

$$f(D)=\frac{1}{1+a/x}=\frac{x}{x+a},\qquad f(-D)=\frac{x}{x+b}.$$

Over the common denominator $(x+a)(x+b)=x^2+2cx+1$, their sum is

$$f(D)+f(-D)=\frac{x(x+b)+x(x+a)}{(x+a)(x+b)}=\frac{2x^2+2cx}{x^2+2cx+1}.$$

This is `electronCount_eq`. Its proof replaces the three exponentials by letters, keeping their positivity and the relation $ab=1$, which is what `hden` needs to factorise the denominator.

The denominator is positive, so setting the sum equal to $n$ and multiplying out loses nothing:

$$2x^2+2cx=n(x^2+2cx+1)\iff(2-n)x^2+2c(1-n)x-n=0.$$

`electronCount_eq_iff_quadratic` records this equivalence, with `div_eq_iff` clearing the denominator and `linear_combination` collecting the terms.

## Why only one root survives

Let $s=\sqrt{c^2(n-1)^2+n(2-n)}$. Multiplying the quadratic by $2-n$, which is positive, and completing the square gives

$$\bigl((2-n)x-c(n-1)\bigr)^2=s^2,$$

or, in factors,

$$\bigl((2-n)x-c(n-1)-s\bigr)\bigl((2-n)x-c(n-1)+s\bigr)=0.$$

Since $n(2-n)>0$, the root $s$ is larger than $|c(n-1)|$. The second factor is therefore positive for every $x>0$ and cannot vanish. The first factor must be zero, which gives $x=(c(n-1)+s)/(2-n)$. This value is positive, again because $s>|c(n-1)|$, and it solves the quadratic.

In `quadratic_iff_eq_fugacity` the factorisation is `hprod`, and `linarith` rules out the second factor. The converse direction puts the same algebra together in reverse. `fugacity_pos` supplies the positivity of the closed expression.

The main theorem chains the two equivalences and then takes logarithms: $\mu=T\ln x$. The exponential `exp (mu / T)` is always positive, as the selection of the root requires. Positivity of the closed expression is needed to return from $\mu$ to $x$, and $T>0$ allows the division by $T$ to be undone.

For coincident levels, $D=0$, we have $c=1$ and $s=1$, so $x=n/(2-n)$. Each level then has occupation $x/(1+x)=n/2$, as it should.

## What happens at complete filling

Suppose that $n<2$ is dropped and take $n=2$, $D=0$, $T=1$. Both occupations are below 1 at every finite $\mu$, so no Fermi level exists. Lean's conventions for division by zero and for the logarithm of zero nevertheless make `fermiLevel 1 0 2` equal to 0, where the count is 1 and not 2. The second equivalence is then false.

## Unequal levels, holes and half filling

Let again $T>0$ and $0<n<2$. For arbitrary energies $e_1$ and $e_2$, measure everything from the midpoint $(e_1+e_2)/2$. The levels become $\pm D$ with $D=(e_1-e_2)/2$, and the differences $e_i-\mu$ do not change. Hence the Fermi level is the midpoint plus `fermiLevel T ((e₁ - e₂) / 2) n`. This is `occupation_add_eq_iff`, where `hshift` carries out the change of energy zero.

Replacing $n$ by $2-n$ exchanges electrons and holes. The square root $s$ is unchanged, and the product of the two closed expressions is

$$\frac{s+c(1-n)}{n}\cdot\frac{s+c(n-1)}{2-n}=\frac{s^2-c^2(n-1)^2}{n(2-n)}=1.$$

Their logarithms are therefore opposite, and so are the Fermi levels. `fermiLevel_two_sub` proves the product identity as `hinv` before taking the logarithm.

Finally, $\mu=0$ means $x=1$, for which the quadratic reduces to $2(1+c)(1-n)=0$. Because $1+c>0$, this holds exactly when $n=1$. Thus `fermiLevel_eq_zero_iff` places the Fermi level at the midpoint at half filling and at no other filling between 0 and 2.
